# Rotation of fermionic creation operators under a Givens generator

## Physical setting

A formal statement about exponentials of fermionic operators must first say what kind of object the operators are. One option is to fix $N$ modes and build $2^N \times 2^N$ matrices. The option taken below is to let the operators be elements of any real Banach algebra with an adjoint (in such an algebra the exponential series converges), and to assume of them only the anticommutation relations. Complex matrices then come out as a special case.

Let the modes (spin orbitals) be labelled by $i, j, k, \dots$, let $a_j$ annihilate a fermion in mode $j$, and let its adjoint $a_j^\dagger$ create one. With $[A,B] = AB - BA$ and $\{A,B\} = AB + BA$, the canonical anticommutation relations (CAR) are
$$\{a_i, a_j\} = 0, \qquad \{a_i, a_j^\dagger\} = \delta_{ij}.$$
For two distinct modes $p$ and $q$ and a real angle $\theta$, set
$$K = a_p^\dagger a_q - a_q^\dagger a_p, \qquad U = e^{\theta K}.$$
$K$ is the Givens generator of the title; it moves one fermion between $p$ and $q$. In quantum algorithms for chemistry, sequences of such two-mode rotations serve to change the orbital basis and to prepare Slater determinants; the result below concerns one step of such a network, a single real rotation from a one-body generator, with no interaction term.

## Statement

For $p \ne q$ and every real $\theta$,
$$e^{\theta K} a_p^\dagger\, e^{-\theta K} = \cos\theta\, a_p^\dagger - \sin\theta\, a_q^\dagger,$$
$$e^{\theta K} a_q^\dagger\, e^{-\theta K} = \sin\theta\, a_p^\dagger + \cos\theta\, a_q^\dagger,$$
$$e^{\theta K} a_r^\dagger\, e^{-\theta K} = a_r^\dagger \quad (r \ne p,\ r \ne q).$$
The same three equations hold with every dagger on $a_p$, $a_q$, $a_r$ outside $K$ removed. Moreover, if the adjoint is continuous, as it is for matrices, $U^\dagger = e^{-\theta K}$ and $UU^\dagger = U^\dagger U = 1$. The signs belong to the order shown, with $e^{\theta K}$ on the left; the opposite order corresponds to $\theta \to -\theta$.

## Derivation

**Commutators.** Taking the adjoint of $\{a_i, a_j\} = 0$ shows that creation operators anticommute. The identity $[AB, C] = A\{B,C\} - \{A,C\}B$ gives
$$[a_i^\dagger a_j, a_k^\dagger] = a_i^\dagger \{a_j, a_k^\dagger\} - \{a_i^\dagger, a_k^\dagger\} a_j = \delta_{jk}\, a_i^\dagger,$$
and $[C, AB] = \{C,A\}B - A\{C,B\}$ gives
$$[a_k, a_i^\dagger a_j] = \{a_k, a_i^\dagger\} a_j - a_i^\dagger \{a_k, a_j\} = \delta_{ki}\, a_j.$$
Applied to the two terms of $K$,
$$[K, a_k^\dagger] = \delta_{qk}\, a_p^\dagger - \delta_{pk}\, a_q^\dagger, \qquad [K, a_k] = \delta_{kq}\, a_p - \delta_{kp}\, a_q.$$
For $p \neq q$ both pairs, $(P,Q) = (a_p^\dagger, a_q^\dagger)$ and $(P,Q) = (a_p, a_q)$, therefore obey
$$[K,P] = -Q, \qquad [K,Q] = P,$$
while $a_r^\dagger$ and $a_r$ commute with $K$ for every other mode $r$.

**The inverse.** For real $t$, $\frac{d}{dt} e^{tK} = e^{tK}K = K e^{tK}$. Hence
$$\frac{d}{dt}\left(e^{tK} e^{-tK}\right) = e^{tK} K e^{-tK} + e^{tK} (-K) e^{-tK} = 0,$$
so the product keeps its value at $t = 0$, and $e^{\theta K} e^{-\theta K} = 1$.

**The flow equation.** Let $F(t)$ be a family of operators with $F'(t) = [K, F(t)]$. Then
$$\frac{d}{dt}\left(e^{-tK} F e^{tK}\right) = e^{-tK}\left(-KF + [K,F] + FK\right) e^{tK} = 0,$$
so $e^{-\theta K} F(\theta) e^{\theta K} = F(0)$. Multiplying by $e^{\theta K}$ from the left and $e^{-\theta K}$ from the right produces the factor $e^{\theta K} e^{-\theta K} = 1$ on each side of $F(\theta)$, and
$$e^{\theta K} F(0)\, e^{-\theta K} = F(\theta).$$

**Three solutions.** For real $x, y$, linearity gives $[K, xP + yQ] = yP - xQ$. Take $F_1(t) = \cos t\, P - \sin t\, Q$. Its derivative is $-\sin t\, P - \cos t\, Q$, which is $yP - xQ$ at $x = \cos t$, $y = -\sin t$, and $F_1(0) = P$. Take $F_2(t) = \sin t\, P + \cos t\, Q$. Its derivative is $\cos t\, P - \sin t\, Q$, which is $yP - xQ$ at $x = \sin t$, $y = \cos t$, and $F_2(0) = Q$. An operator $X$ with $[K,X] = 0$ is a constant solution. The flow equation turns these into the three equations of the statement.

**Unitarity.** Since $(a_p^\dagger a_q)^\dagger = a_q^\dagger a_p$, one has $K^\dagger = -K$, and for real $\theta$ the adjoint of the series gives $U^\dagger = e^{-\theta K}$. The inverse relation, used once for $K$ and once for $-K$, gives both products equal to $1$.

**A numerical instance.** Take two modes, $p = 0$ and $q = 1$, with basis $|00\rangle, |01\rangle, |10\rangle, |11\rangle$, the first digit being the occupation of mode $0$. The Jordan-Wigner creation operators act as $a_0^\dagger|00\rangle = |10\rangle$, $a_0^\dagger|01\rangle = |11\rangle$, $a_1^\dagger|00\rangle = |01\rangle$, $a_1^\dagger|10\rangle = -|11\rangle$, and give zero on the remaining basis states. Then $K|01\rangle = |10\rangle$, $K|10\rangle = -|01\rangle$, and $K$ annihilates $|00\rangle$ and $|11\rangle$. On the one-particle states $K^2 = -1$, so $U = \cos\theta + \sin\theta\, K$ there, and $U$ fixes the other two states. At $\theta = \pi/6$, with $c = \cos\theta = \sqrt3/2$ and $s = \sin\theta = 1/2$, the operator $U a_0^\dagger U^\dagger$ acts as follows. On $|00\rangle$ it gives $U|10\rangle = c|10\rangle - s|01\rangle$. On $|01\rangle$, $U^\dagger|01\rangle = c|01\rangle - s|10\rangle$ leads to $c|11\rangle$. On $|10\rangle$, $U^\dagger|10\rangle = c|10\rangle + s|01\rangle$ leads to $s|11\rangle$. On $|11\rangle$ it gives zero. The operator $c\,a_0^\dagger - s\,a_1^\dagger$ has the same four images; on $|10\rangle$ the sign agrees because of the minus sign in $a_1^\dagger|10\rangle$. A fermion created in mode $0$ from the empty state $|00\rangle$ is found after the rotation $U$ in mode $0$ with probability $3/4$ and in mode $1$ with probability $1/4$.

**A neighbouring result.** The flow argument used only $[K,P] = -Q$ and $[K,Q] = P$. Spin matrices $J_x, J_y, J_z$ with $[J_z, J_x] = iJ_y$ and $[J_z, J_y] = -iJ_x$ satisfy these relations for $K = iJ_z$, $P = J_x$, $Q = J_y$, which yields $e^{i\theta J_z} J_x e^{-i\theta J_z} = \cos\theta\, J_x - \sin\theta\, J_y$. This spin example and the closed form of $U$ in the two-mode example are worked on paper and do not appear among the theorems below.

## What the formal version assumes

The operators live in a type `𝔸` with `NormedRing 𝔸`, `NormedAlgebra ℝ 𝔸`, `CompleteSpace 𝔸` and `StarRing 𝔸`: a real Banach algebra with an additive involution `star` that reverses products and plays the part of $\dagger$. Completeness makes the series for `exp` converge. Every element has a finite norm, so the setting is that of bounded operators, and unbounded ones such as bosonic ladder operators do not fit. Only real scalars are required, because the formulas contain only $\theta$, $\cos\theta$ and $\sin\theta$.

The modes are the elements of a type `ι`, finite or not, and `a : ι → 𝔸` is the family $a_j$. The structure `IsCAR` is a hypothesis, with `anti` for $\{a_i, a_j\} = 0$ and `mixed` for $\{a_i, a_j^\dagger\} = \delta_{ij}$; no Fock space and no vacuum vector is constructed, so the general theorems speak of operators and never of states. The generator is `givensGen a p q`, $U$ is `exp (θ • givensGen a p q)`, and the right-hand factor of each conjugation is written as `exp (-(θ • givensGen a p q))`, with no inverse operation.

`givens_creation` and `givens_annihilation` state the three equations for $a^\dagger$ and for $a$ under `h : IsCAR a` and `hpq : p ≠ q`. With exactly two modes the clause on $r$ is empty. They need no link between `star` and the norm or the scalars. `givens_unitary` assumes two such links, `StarModule ℝ 𝔸` (the adjoint passes real scalars) and `ContinuousStar 𝔸` (it passes the limit of the series); the first follows from the second, since an additive continuous map passes rational and hence real scalars, but the statement lists both. It assumes neither the CAR nor $p \ne q$. `givens_creation_matrix` restates the creation law for square complex matrices of any finite size, with `ᴴ` the conjugate transpose. `car_witness` shows that the matrices `jw`, the annihilators $a_0, a_1$ of the example with basis states numbered $0$ to $3$ in the order given, obey the CAR, and it displays their $K$.

The theorems concern one rotation with a real angle. Rotations with a complex phase, products of rotations, the decomposition of an orbital transformation into a network, and the translation into qubit gates are not treated.

## The Lean file

```lean
import Mathlib

open NormedSpace Matrix

namespace GivensRotation

section Algebraic

variable {ι R : Type*} [DecidableEq ι] [Ring R] [StarRing R]

/-- Canonical anticommutation relations: `{a_i, a_j} = 0` and `{a_i, a_j*} = δ_ij`. -/
structure IsCAR (a : ι → R) : Prop where
  anti : ∀ i j, a i * a j + a j * a i = 0
  mixed : ∀ i j, a i * star (a j) + star (a j) * a i = if i = j then 1 else 0

/-- The Givens generator `K = a_p* a_q - a_q* a_p`. -/
def givensGen (a : ι → R) (p q : ι) : R := star (a p) * a q - star (a q) * a p

/-- Commutators of the generator: `[K, a_k*] = δ_qk a_p* - δ_pk a_q*` and
`[K, a_k] = δ_kq a_p - δ_kp a_q`. -/
theorem gen_comm {a : ι → R} (h : IsCAR a) (p q k : ι) :
    givensGen a p q * star (a k) - star (a k) * givensGen a p q
      = (if q = k then star (a p) else 0) - (if p = k then star (a q) else 0) ∧
    givensGen a p q * a k - a k * givensGen a p q
      = (if k = q then a p else 0) - (if k = p then a q else 0) := by
  -- creation operators anticommute
  have hs : ∀ i, star (a i) * star (a k) + star (a k) * star (a i) = 0 := by
    intro i
    rw [← star_mul, ← star_mul, ← star_add, h.anti, star_zero]
  -- [A B, C] = A {B, C} - {A, C} B for the hopping term a_i* a_j
  have h1 : ∀ i j, star (a i) * a j * star (a k) - star (a k) * (star (a i) * a j)
      = if j = k then star (a i) else 0 := by
    intro i j
    calc _ = star (a i) * (a j * star (a k) + star (a k) * a j)
          - (star (a i) * star (a k) + star (a k) * star (a i)) * a j := by noncomm_ring
      _ = _ := by
        rw [h.mixed j k, hs i]
        split_ifs <;> simp
  have h2 : ∀ i j, a k * (star (a i) * a j) - star (a i) * a j * a k
      = if k = i then a j else 0 := by
    intro i j
    calc _ = (a k * star (a i) + star (a i) * a k) * a j
          - star (a i) * (a k * a j + a j * a k) := by noncomm_ring
      _ = _ := by
        rw [h.mixed k i, h.anti k j]
        split_ifs <;> simp
  constructor
  · rw [← h1 p q, ← h1 q p]
    unfold givensGen
    noncomm_ring
  · rw [← h2 q p, ← h2 p q]
    unfold givensGen
    noncomm_ring

end Algebraic

section Analytic

variable {𝔸 : Type*} [NormedRing 𝔸] [NormedAlgebra ℝ 𝔸] [CompleteSpace 𝔸]

/-- `exp(θK) exp(-θK) = 1` for any operator `K` and real `θ`. -/
theorem exp_mul_exp_neg (K : 𝔸) (θ : ℝ) : exp (θ • K) * exp (-(θ • K)) = 1 := by
  have hd : ∀ t : ℝ, HasDerivAt (fun u : ℝ => exp (u • K) * exp (u • (-K))) 0 t := by
    intro t
    refine ((hasDerivAt_exp_smul_const K t).fun_mul
      (hasDerivAt_exp_smul_const' (-K) t)).congr_deriv ?_
    noncomm_ring
  have hc := is_const_of_deriv_eq_zero (fun t => (hd t).differentiableAt)
    (fun t => (hd t).deriv) θ 0
  simpa [smul_neg, exp_zero] using hc

/-- A family of operators with `dF/dt = [K, F]` equals `exp(θK) F(0) exp(-θK)` at `t = θ`. -/
theorem conj_of_commutator_flow (K : 𝔸) (F : ℝ → 𝔸)
    (hF : ∀ t, HasDerivAt F (K * F t - F t * K) t) (θ : ℝ) :
    exp (θ • K) * F 0 * exp (-(θ • K)) = F θ := by
  -- exp(-tK) F(t) exp(tK) does not depend on t
  have hd : ∀ t : ℝ,
      HasDerivAt (fun u : ℝ => exp (u • (-K)) * F u * exp (u • K)) 0 t := by
    intro t
    refine (((hasDerivAt_exp_smul_const (-K) t).fun_mul (hF t)).fun_mul
      (hasDerivAt_exp_smul_const' K t)).congr_deriv ?_
    noncomm_ring
  have hc := is_const_of_deriv_eq_zero (fun t => (hd t).differentiableAt)
    (fun t => (hd t).deriv) θ 0
  have h0 : exp (-(θ • K)) * F θ * exp (θ • K) = F 0 := by
    simpa [smul_neg, exp_zero] using hc
  calc exp (θ • K) * F 0 * exp (-(θ • K))
      = exp (θ • K) * (exp (-(θ • K)) * F θ * exp (θ • K)) * exp (-(θ • K)) := by rw [h0]
    _ = (exp (θ • K) * exp (-(θ • K))) * F θ * (exp (θ • K) * exp (-(θ • K))) := by
        simp only [mul_assoc]
    _ = F θ := by rw [exp_mul_exp_neg, one_mul, mul_one]

/-- If `[K, P] = -Q` and `[K, Q] = P`, conjugation by `exp(θK)` sends `P` to
`cos θ P - sin θ Q` and `Q` to `sin θ P + cos θ Q`. -/
theorem conj_rotation {K P Q : 𝔸} (hP : K * P - P * K = -Q) (hQ : K * Q - Q * K = P)
    (θ : ℝ) :
    exp (θ • K) * P * exp (-(θ • K)) = Real.cos θ • P - Real.sin θ • Q ∧
    exp (θ • K) * Q * exp (-(θ • K)) = Real.sin θ • P + Real.cos θ • Q := by
  have hlin : ∀ x y : ℝ, K * (x • P + y • Q) - (x • P + y • Q) * K = y • P - x • Q := by
    intro x y
    have e : K * (x • P + y • Q) - (x • P + y • Q) * K
        = x • (K * P - P * K) + y • (K * Q - Q * K) := by
      simp only [mul_add, add_mul, mul_smul_comm, smul_mul_assoc, smul_sub]
      abel
    rw [e, hP, hQ]
    module
  have d1 : ∀ t : ℝ, HasDerivAt (fun u => Real.cos u • P + (-Real.sin u) • Q)
      (K * (Real.cos t • P + (-Real.sin t) • Q)
        - (Real.cos t • P + (-Real.sin t) • Q) * K) t := by
    intro t
    refine (((Real.hasDerivAt_cos t).smul_const P).fun_add
      ((Real.hasDerivAt_sin t).fun_neg.smul_const Q)).congr_deriv ?_
    rw [hlin]
    module
  have d2 : ∀ t : ℝ, HasDerivAt (fun u => Real.sin u • P + Real.cos u • Q)
      (K * (Real.sin t • P + Real.cos t • Q) - (Real.sin t • P + Real.cos t • Q) * K) t := by
    intro t
    refine (((Real.hasDerivAt_sin t).smul_const P).fun_add
      ((Real.hasDerivAt_cos t).smul_const Q)).congr_deriv ?_
    rw [hlin]
    module
  constructor
  · simpa [sub_eq_add_neg] using conj_of_commutator_flow K _ d1 θ
  · simpa using conj_of_commutator_flow K _ d2 θ

/-- An operator commuting with `K` is fixed by conjugation with `exp(θK)`. -/
theorem conj_fixed {K X : 𝔸} (hX : K * X - X * K = 0) (θ : ℝ) :
    exp (θ • K) * X * exp (-(θ • K)) = X :=
  conj_of_commutator_flow K (fun _ => X)
    (fun t => (hasDerivAt_const t X).congr_deriv hX.symm) θ

variable [StarRing 𝔸] {ι : Type*} [DecidableEq ι]

/-- Conjugation by `exp(θK)` sends `a_p*` to `cos θ a_p* - sin θ a_q*`, `a_q*` to
`sin θ a_p* + cos θ a_q*`, and fixes `a_r*` for every other mode `r`. -/
theorem givens_creation {a : ι → 𝔸} (h : IsCAR a) {p q : ι} (hpq : p ≠ q) (θ : ℝ) :
    exp (θ • givensGen a p q) * star (a p) * exp (-(θ • givensGen a p q))
      = Real.cos θ • star (a p) - Real.sin θ • star (a q) ∧
    exp (θ • givensGen a p q) * star (a q) * exp (-(θ • givensGen a p q))
      = Real.sin θ • star (a p) + Real.cos θ • star (a q) ∧
    ∀ r, r ≠ p → r ≠ q →
      exp (θ • givensGen a p q) * star (a r) * exp (-(θ • givensGen a p q)) = star (a r) := by
  have hP := (gen_comm h p q p).1
  have hQ := (gen_comm h p q q).1
  rw [if_neg hpq.symm, if_pos rfl, zero_sub] at hP
  rw [if_neg hpq, if_pos rfl, sub_zero] at hQ
  refine ⟨(conj_rotation hP hQ θ).1, (conj_rotation hP hQ θ).2, fun r hp hq => ?_⟩
  have hR := (gen_comm h p q r).1
  rw [if_neg hq.symm, if_neg hp.symm, sub_zero] at hR
  exact conj_fixed hR θ

/-- Conjugation by `exp(θK)` sends `a_p` to `cos θ a_p - sin θ a_q`, `a_q` to
`sin θ a_p + cos θ a_q`, and fixes `a_r` for every other mode `r`. -/
theorem givens_annihilation {a : ι → 𝔸} (h : IsCAR a) {p q : ι} (hpq : p ≠ q) (θ : ℝ) :
    exp (θ • givensGen a p q) * a p * exp (-(θ • givensGen a p q))
      = Real.cos θ • a p - Real.sin θ • a q ∧
    exp (θ • givensGen a p q) * a q * exp (-(θ • givensGen a p q))
      = Real.sin θ • a p + Real.cos θ • a q ∧
    ∀ r, r ≠ p → r ≠ q →
      exp (θ • givensGen a p q) * a r * exp (-(θ • givensGen a p q)) = a r := by
  have hP := (gen_comm h p q p).2
  have hQ := (gen_comm h p q q).2
  rw [if_neg hpq, if_pos rfl, zero_sub] at hP
  rw [if_neg hpq.symm, if_pos rfl, sub_zero] at hQ
  refine ⟨(conj_rotation hP hQ θ).1, (conj_rotation hP hQ θ).2, fun r hp hq => ?_⟩
  have hR := (gen_comm h p q r).2
  rw [if_neg hq, if_neg hp, sub_zero] at hR
  exact conj_fixed hR θ

omit [DecidableEq ι] in
/-- The adjoint of `exp(θK)` is `exp(-θK)`, and `exp(θK)` is unitary. -/
theorem givens_unitary [StarModule ℝ 𝔸] [ContinuousStar 𝔸] (a : ι → 𝔸) (p q : ι) (θ : ℝ) :
    star (exp (θ • givensGen a p q)) = exp (-(θ • givensGen a p q)) ∧
    exp (θ • givensGen a p q) * star (exp (θ • givensGen a p q)) = 1 ∧
    star (exp (θ • givensGen a p q)) * exp (θ • givensGen a p q) = 1 := by
  -- the generator is anti-Hermitian
  have hK : star (givensGen a p q) = -givensGen a p q := by simp [givensGen]
  have hs : star (exp (θ • givensGen a p q)) = exp (-(θ • givensGen a p q)) := by
    rw [star_exp, star_smul, hK, star_trivial θ, smul_neg]
  rw [hs]
  refine ⟨rfl, exp_mul_exp_neg _ θ, ?_⟩
  simpa [smul_neg] using exp_mul_exp_neg (-givensGen a p q) θ

end Analytic

/-- The rotation law of the creation operators for complex matrices obeying the CAR. -/
theorem givens_creation_matrix {ι n : Type*} [DecidableEq ι] [Fintype n] [DecidableEq n]
    {a : ι → Matrix n n ℂ} (h : IsCAR a) {p q : ι} (hpq : p ≠ q) (θ : ℝ) :
    exp (θ • givensGen a p q) * (a p)ᴴ * exp (-(θ • givensGen a p q))
      = Real.cos θ • (a p)ᴴ - Real.sin θ • (a q)ᴴ ∧
    exp (θ • givensGen a p q) * (a q)ᴴ * exp (-(θ • givensGen a p q))
      = Real.sin θ • (a p)ᴴ + Real.cos θ • (a q)ᴴ ∧
    ∀ r, r ≠ p → r ≠ q →
      exp (θ • givensGen a p q) * (a r)ᴴ * exp (-(θ • givensGen a p q)) = (a r)ᴴ := by
  open scoped Matrix.Norms.Operator in
    exact (givens_creation (𝔸 := Matrix n n ℂ) h hpq θ :)

/-- Jordan-Wigner annihilation matrices of two modes in the basis `00, 01, 10, 11`. -/
def jw : Fin 2 → Matrix (Fin 4) (Fin 4) ℂ :=
  ![!![0, 0, 1, 0; 0, 0, 0, 1; 0, 0, 0, 0; 0, 0, 0, 0],
    !![0, 1, 0, 0; 0, 0, 0, 0; 0, 0, 0, -1; 0, 0, 0, 0]]

set_option maxHeartbeats 400000 in
/-- The two-mode Jordan-Wigner matrices obey the CAR, and their generator for modes `0, 1`
is the displayed matrix. -/
theorem car_witness : IsCAR jw ∧
    givensGen jw 0 1 = !![0, 0, 0, 0; 0, 0, -1, 0; 0, 1, 0, 0; 0, 0, 0, 0] := by
  refine ⟨⟨fun i j => ?_, fun i j => ?_⟩, ?_⟩
  · fin_cases i <;> fin_cases j <;> ext k l <;> fin_cases k <;> fin_cases l <;>
      simp [jw]
  · fin_cases i <;> fin_cases j <;> ext k l <;> fin_cases k <;> fin_cases l <;>
      simp [jw, Matrix.mul_apply, Fin.sum_univ_four, Matrix.star_apply,
        Matrix.vecMul, dotProduct]
  · ext k l
    fin_cases k <;> fin_cases l <;>
      simp [givensGen, jw, Matrix.mul_apply, Fin.sum_univ_four, Matrix.star_apply]

end GivensRotation
```

```lean
#print axioms GivensRotation.givens_annihilation
#print axioms GivensRotation.givens_unitary
#print axioms GivensRotation.givens_creation_matrix
```

```
'GivensRotation.givens_annihilation' depends on axioms: [propext, Classical.choice, Quot.sound]
'GivensRotation.givens_unitary' depends on axioms: [propext, Classical.choice, Quot.sound]
'GivensRotation.givens_creation_matrix' depends on axioms: [propext, Classical.choice, Quot.sound]
```

## Notes on the proof

`gen_comm` is pure algebra and holds in any ring with a star, for all $p$, $q$, $k$. Its step `hs` is the adjoint of `anti`. The steps `h1` and `h2` are the two commutators of the hopping term $a_i^\dagger a_j$: in each, `noncomm_ring` checks the rewriting into anticommutators, after which `mixed`, `anti` and `hs` are substituted and `split_ifs` treats the two values of the Kronecker delta.

`exp_mul_exp_neg` and `conj_of_commutator_flow` share one pattern. The product rule `fun_mul` gives the derivative, `congr_deriv` with `noncomm_ring` shows that it is zero, and `is_const_of_deriv_eq_zero` equates the values at $\theta$ and $0$. The left exponential is differentiated by `hasDerivAt_exp_smul_const`, which puts the generator on its right, and the right exponential by `hasDerivAt_exp_smul_const'`, which puts it on its left. All generators thus land in the middle, as in the displayed derivatives, and the cancellation needs no commutation of $K$ with its exponential. The closing `calc` is the multiplication from both sides.

In `conj_rotation`, `hlin` is $[K, xP + yQ] = yP - xQ$, and `d1`, `d2` say that $F_1$ and $F_2$ solve the flow equation; $F_1$ is written with coefficient `-Real.sin u` to match the shape of `hlin`. `conj_fixed` is the constant solution. The two rotation theorems evaluate `gen_comm` at $k = p$, $q$ and $r$, resolve the deltas with `hpq` and the inequalities on $r$, and call these two lemmas. In `givens_unitary`, `hK` is $K^\dagger = -K$ and `star_exp` moves the adjoint into the exponent.

Matrices carry no default norm in Mathlib, so `givens_creation_matrix` opens `Matrix.Norms.Operator` inside its proof to apply the general theorem; the statement mentions no norm. `car_witness` runs through all pairs of modes and all sixteen matrix entries with `fin_cases` and evaluates each by `simp`.
